# Deleting the only bond of a two-site graph lowers its graph energy by exactly 2

The graph energy is the sum of the absolute eigenvalues of the adjacency matrix, counted with multiplicity. In a non-interacting one-electron model with one orbital per site, that matrix is the Hamiltonian, up to sign, of sites with zero on-site energy and hopping of unit strength along each edge. The declaration `two_site_sharp` says that for two sites joined by one edge, the graph energy minus that of the same two sites without the edge is exactly 2. For the joined pair, the attempt uses trace 0 and determinant −1 to show that the eigenvalues are 1 and −1. For the separated pair, it shows that the adjacency matrix is zero and uses an orthogonal diagonalisation to conclude that every eigenvalue vanishes.

Lean 4 with Mathlib refuses this proof:

```lean
import Mathlib

open Matrix

namespace TwoSiteSharp

noncomputable section

variable {V : Type*} [Fintype V] [DecidableEq V]

/-- The sum of the absolute eigenvalues of a real symmetric matrix, counted with multiplicity. -/
def spectralEnergy {A : Matrix V V ℝ} (hA : A.IsHermitian) : ℝ :=
  ∑ i, |hA.eigenvalues i|

open scoped Classical in
/-- The real adjacency matrix of a molecular graph. -/
def adjacency (G : SimpleGraph V) : Matrix V V ℝ := G.adjMatrix ℝ

omit [Fintype V] [DecidableEq V] in
/-- The adjacency matrix of a simple graph is symmetric. -/
theorem adjacency_isHermitian (G : SimpleGraph V) : (adjacency G).IsHermitian :=
  Matrix.IsHermitian.ext fun a b => by
    by_cases h : G.Adj a b
    · simp [adjacency, h, h.symm]
    · have h' : ¬G.Adj b a := fun k => h k.symm
      simp [adjacency, h, h']

/-- The energy of a graph: the sum of its absolute adjacency eigenvalues. -/
def graphEnergy (G : SimpleGraph V) : ℝ := spectralEnergy (adjacency_isHermitian G)

/-- A real symmetric matrix is diagonalised by an orthogonal matrix whose columns are
its orbitals. -/
theorem exists_orbitals {A : Matrix V V ℝ} (hA : A.IsHermitian) :
    ∃ P : Matrix V V ℝ, Pᵀ * P = 1 ∧ Pᵀ * A * P = diagonal hA.eigenvalues := by
  obtain ⟨P, hPdef⟩ : ∃ P : Matrix V V ℝ,
      P = Matrix.of fun a i => (hA.eigenvectorBasis i).ofLp a := ⟨_, rfl⟩
  have hP : Pᵀ * P = 1 := by
    ext i j
    have h := orthonormal_iff_ite.mp hA.eigenvectorBasis.orthonormal i j
    rw [Matrix.one_apply, ← h, PiLp.inner_apply, Matrix.mul_apply]
    refine Finset.sum_congr rfl fun a _ => ?_
    simp [hPdef, mul_comm]
  have hAP : A * P = P * diagonal hA.eigenvalues := by
    ext a i
    have h := congrFun (hA.mulVec_eigenvectorBasis i) a
    rw [Matrix.mul_diagonal, hPdef]
    exact h.trans (mul_comm (hA.eigenvalues i) _)
  exact ⟨P, hP, by rw [Matrix.mul_assoc, hAP, ← Matrix.mul_assoc, hP, Matrix.one_mul]⟩

/-- For two sites joined by one edge, deleting that edge lowers the graph energy by exactly 2. -/
theorem two_site_sharp :
    graphEnergy (⊤ : SimpleGraph (Fin 2)) -
      graphEnergy ((⊤ : SimpleGraph (Fin 2)).deleteEdges {s(0, 1)}) = 2 := by
  have hA := adjacency_isHermitian (⊤ : SimpleGraph (Fin 2))
  have htr : (adjacency (⊤ : SimpleGraph (Fin 2))).trace = 0 := by
    simp [Matrix.trace_fin_two, adjacency]
  have hdet : (adjacency (⊤ : SimpleGraph (Fin 2))).det = -1 := by
    simp [Matrix.det_fin_two, adjacency]
  have hs : 0 = hA.eigenvalues 0 + hA.eigenvalues 1 := by
    have h := hA.trace_eq_sum_eigenvalues
    rw [htr, Fin.sum_univ_two] at h
    exact h
  have hp : -1 = hA.eigenvalues 0 * hA.eigenvalues 1 := by
    have h := hA.det_eq_prod_eigenvalues
    rw [hdet, Fin.prod_univ_two] at h
    exact h
  have htop : graphEnergy (⊤ : SimpleGraph (Fin 2)) = 2 := by
    change ∑ i, |hA.eigenvalues i| = 2
    rw [Fin.sum_univ_two]
    have h1 : hA.eigenvalues 1 = -hA.eigenvalues 0 := by linarith
    rw [h1] at hp
    have hsq : hA.eigenvalues 0 * hA.eigenvalues 0 = 1 := by linarith
    rw [h1, abs_neg]
    rcases mul_self_eq_one_iff.mp hsq with h | h <;> rw [h] <;> norm_num
  -- without the edge the adjacency matrix vanishes
  have hzero : adjacency ((⊤ : SimpleGraph (Fin 2)).deleteEdges {s(0, 1)}) = 0 := by
    ext a b
    fin_cases a <;> fin_cases b <;> simp [adjacency]
  have hbot : graphEnergy ((⊤ : SimpleGraph (Fin 2)).deleteEdges {s(0, 1)}) = 0 := by
    obtain ⟨P, _, hD⟩ := exists_orbitals
      (adjacency_isHermitian ((⊤ : SimpleGraph (Fin 2)).deleteEdges {s(0, 1)}))
    refine Finset.sum_eq_zero fun i _ => ?_
    have h := congrFun (congrFun hD i) i
    rw [Matrix.diagonal_apply_eq] at h
    rw [← h, hzero, Matrix.mul_zero, Matrix.zero_mul, Matrix.zero_apply, abs_zero]
  rw [htop, hbot, sub_zero]

end

end TwoSiteSharp
```

Lean reports:

```
Main.lean:82:11: error: typeclass instance problem is stuck
  AddCommMonoid ?m.1148

Note: Lean will not try to resolve this typeclass instance problem because the type argument to `AddCommMonoid` is a metavariable. This argument must be fully determined before Lean will try to resolve the typeclass.

Hint: Adding type annotations and supplying implicit arguments to functions can give Lean more information for typeclass resolution. For example, if you have a variable `x` that you intend to be a `Nat`, but Lean reports it as having an unresolved type like `?m`, replacing `x` with `(x : Nat)` can get typeclass resolution un-stuck.
Main.lean:56:10: warning: This simp argument is unused:
  Matrix.trace_fin_two

Hint: Omit it from the simp argument list.
  [apply] simp [adjacency]

Note: This linter can be disabled with `set_option linter.unusedSimpArgs false`
```

The change, after which it compiles:

```diff
@@ -54,5 +54,5 @@
   have hA := adjacency_isHermitian (⊤ : SimpleGraph (Fin 2))
   have htr : (adjacency (⊤ : SimpleGraph (Fin 2))).trace = 0 := by
-    simp [Matrix.trace_fin_two, adjacency]
+    simp [adjacency]
   have hdet : (adjacency (⊤ : SimpleGraph (Fin 2))).det = -1 := by
     simp [Matrix.det_fin_two, adjacency]
@@ -80,4 +80,5 @@
     obtain ⟨P, _, hD⟩ := exists_orbitals
       (adjacency_isHermitian ((⊤ : SimpleGraph (Fin 2)).deleteEdges {s(0, 1)}))
+    unfold graphEnergy spectralEnergy
     refine Finset.sum_eq_zero fun i _ => ?_
     have h := congrFun (congrFun hD i) i
```

Diagnosis. The error is at `refine Finset.sum_eq_zero fun i _ => ?_`, in the proof that the graph without the edge has energy 0. `Finset.sum_eq_zero` concludes that a finite sum is zero, but the goal there reads `graphEnergy … = 0`, with the sum hidden behind the definitions `graphEnergy` and `spectralEnergy`. Lean did not get from this goal the type in which the terms are summed. That type stayed the unknown `?m.1148`, so the search for its `AddCommMonoid` instance was stuck.

The added line `unfold graphEnergy spectralEnergy` turns the left side into an explicit sum of absolute eigenvalues. The lemma then matches the goal, the type is seen to be `ℝ`, and the instance can be found.

The other change is mere tidying. Lean warned that `simp` did not use `Matrix.trace_fin_two` in proving that the trace is zero, and the diff drops it.
